# In one-loop massless scalar QED the squared charge grows by a factor below exp(2π/√719) as long as the quartic coupling stays finite

Let $g=e^2>0$ be the squared charge of a massless complex scalar field and $l$ its quartic self-coupling. If both couplings follow the one-loop flow over an interval of renormalization-group (RG) time, then for any two times $t_1,t_2$ in it

$$\frac{g(t_2)}{g(t_1)}<\exp\!\left(\frac{2\pi}{\sqrt{719}}\right)\approx 1.264 .$$

No smaller constant will do if $l$ may also be negative, although the tree-level potential is then unbounded below. Along the same flow $l$ is strictly increasing, and a combination of an arctangent and a logarithm is conserved.

The flow equations are

$$g'=\tfrac23 g^2,\qquad l'=20\,l^2-12\,lg+6\,g^2 .$$

They belong to the potential $l\,|\phi|^4$ and the RG time $t=\ln\mu/(16\pi^2)$, where $\mu$ is the renormalization scale. The term $20\,l^2$ comes from scalar loops, $6g^2$ from photon loops, and $-12\,lg$ from mixed contributions including the field renormalization. Textbooks often write $\lambda$ for $l$ and reserve $g$ for a gauge coupling; here $g$ is already its square.

## From the beta functions to the bound

**The quartic coupling.** Completing the square gives

$$l'=\tfrac15(10\,l-3g)^2+\tfrac{21}{5}g^2>0,$$

so $l$ is strictly increasing, whatever its sign.

**The ratio.** For $r=l/g$ the quotient rule gives

$$r'=\frac{l'}{g}-\frac{l\,g'}{g^2}=g(20r^2-12r+6)-\tfrac23 g r=\frac g3\,Q,\qquad Q=60r^2-38r+18 .$$

Since $60\,Q=(60r-19)^2+719$, $Q$ is positive and the ratio has no fixed point.

**The invariant.** Put $u=(60r-19)/\sqrt{719}$. Then $1+u^2=60Q/719$ and $u'=20gQ/\sqrt{719}$, so

$$\frac{d}{dt}\left[\frac{2}{\sqrt{719}}\arctan u\right]=\frac{2}{\sqrt{719}}\cdot\frac{719}{60Q}\cdot\frac{20gQ}{\sqrt{719}}=\frac23 g=\frac{d}{dt}\ln g .$$

The difference $\frac{2}{\sqrt{719}}\arctan u-\ln g$ is therefore constant on an interval.

**The growth of the charge.** With $u_i=u(t_i)$, constancy means

$$\ln\frac{g(t_2)}{g(t_1)}=\frac{2}{\sqrt{719}}\,(\arctan u_2-\arctan u_1)<\frac{2\pi}{\sqrt{719}},$$

because two arctangents differ by less than $\pi$.

**The length of the flow.** From $(1/g)'=-\frac23$ and the growth bound,

$$t_2-t_1=\frac32\left(\frac1{g(t_1)}-\frac1{g(t_2)}\right)<\frac{3}{2g(t_1)}\left(1-e^{-2\pi/\sqrt{719}}\right).$$

The charge alone would diverge at its Landau pole, a time $3/(2g(t_1))$ after $t_1$. The coupled flow covers less than about 21 percent of that distance. For RG-improved perturbation theory truncated at one loop, this limits the range of scales that a single trajectory with finite couplings can span.

**A flow that comes arbitrarily close.** Take $g=-3/(2t)$ for $t<0$ and set the invariant to zero. Solving for $l$ gives

$$l=\frac{g}{60}\left[19+\sqrt{719}\,\tan\!\left(\frac{\sqrt{719}}2\ln g\right)\right].$$

Let $0<c<2\pi/\sqrt{719}$ and let $\ln g$ run from $-c/2$ to $c/2$. The angle stays strictly between $-\pi/2$ and $\pi/2$, so $l$ is finite throughout, and $g$ grows by exactly $e^c$. For $c$ near its upper limit this flow starts at negative $l$, where the tree-level potential is unbounded below. If $l\ge0$ is required, then $u_1\ge-19/\sqrt{719}$, and the same argument gives the smaller bound $\exp\!\big((\pi+2\arctan(19/\sqrt{719}))/\sqrt{719}\big)\approx1.177$.

## The flow equations as a structure

In Lean 4 with Mathlib:

```lean
import Mathlib

open scoped Real

namespace ScalarQEDFlow

noncomputable section
```

In `IsFlow g l s`, the couplings are real functions of RG time and `s` is the set of times on which they flow. The three fields are positivity of the squared charge and the two flow equations.

```lean
/-- One-loop flow of massless scalar QED on a set `s` of RG times: `g` is the squared charge,
taken positive, and `l` is the quartic self-coupling. -/
structure IsFlow (g l : ℝ → ℝ) (s : Set ℝ) : Prop where
  pos : ∀ t ∈ s, 0 < g t
  charge : ∀ t ∈ s, HasDerivWithinAt g (2 / 3 * g t ^ 2) s t
  quartic : ∀ t ∈ s,
    HasDerivWithinAt l (20 * l t ^ 2 - 12 * l t * g t + 6 * g t ^ 2) s t
```

`HasDerivWithinAt` takes the derivative within `s`, so it is one-sided at an end point that belongs to the interval. The beta functions are postulated, not derived from Feynman diagrams. The step from here to the physical theory is the neglect of higher loops: near the extreme growth factor $|l/g|$ becomes large, and the one-loop truncation need not be reliable there. The sign of `l` is unrestricted, so flows with a negative quartic coupling are included.

The conserved combination is a function of time built from both couplings.

```lean
/-- The combination `(2/√719) arctan((60 l/g - 19)/√719) - ln g` of the two couplings,
for `g > 0`. -/
def invariant (g l : ℝ → ℝ) (t : ℝ) : ℝ :=
  2 / √719 * Real.arctan ((60 * (l t / g t) - 19) / √719) - Real.log (g t)
```

## Monotonicity and the flow of the ratio

The hypothesis `Convex ℝ s` says that `s` is an interval: open, closed, half-open or unbounded. The empty set and a single point also qualify, and the statements hold there trivially.

```lean
variable {g l : ℝ → ℝ} {s : Set ℝ}

/-- Along the flow on an interval the quartic coupling is strictly increasing. -/
theorem quartic_strictMonoOn (hs : Convex ℝ s) (h : IsFlow g l s) : StrictMonoOn l s := by
  refine strictMonoOn_of_deriv_pos hs
    (fun t ht => (h.quartic t ht).continuousWithinAt) (fun t ht => ?_)
  have hts := interior_subset ht
  rw [((h.quartic t hts).hasDerivAt (mem_interior_iff_mem_nhds.mp ht)).deriv]
  -- the beta function is a positive definite quadratic form
  nlinarith [sq_nonneg (10 * l t - 3 * g t), pow_pos (h.pos t hts) 2]
```

Mathlib's criterion asks for continuity on `s` and a positive derivative in its interior. `nlinarith` obtains positivity from the square $(10l-3g)^2$ and from $g^2>0$, as in the derivation above.

The equation for $r=l/g$ holds at each time separately and needs no interval.

```lean
/-- Along the flow the ratio `r = l/g` of the couplings obeys `r' = (g/3)(60 r² - 38 r + 18)`. -/
theorem ratio_flow (h : IsFlow g l s) {t : ℝ} (ht : t ∈ s) :
    HasDerivWithinAt (fun τ => l τ / g τ)
      (g t / 3 * (60 * (l t / g t) ^ 2 - 38 * (l t / g t) + 18)) s t := by
  have hg := (h.pos t ht).ne'
  have hd := (h.quartic t ht).fun_div (h.charge t ht) hg
  refine hd.congr_deriv ?_
  field_simp
  ring
```

Here `fun_div` is the quotient rule, and `field_simp` with `ring` brings its output to the form $(g/3)Q$.

## Conservation of the invariant

The theorem compares the invariant at two arbitrary times of the interval.

```lean
/-- The invariant takes the same value at any two times of a flow on an interval. -/
theorem invariant_const (hs : Convex ℝ s) (h : IsFlow g l s) {t₁ t₂ : ℝ}
    (h₁ : t₁ ∈ s) (h₂ : t₂ ∈ s) : invariant g l t₂ = invariant g l t₁ := by
  have hw : √719 ^ 2 = (719 : ℝ) := Real.sq_sqrt (by norm_num)
  have hw0 : √719 ≠ (0 : ℝ) := by positivity
  have hder : ∀ t ∈ s, HasDerivWithinAt (invariant g l) 0 s t := by
    intro t ht
    have hg := (h.pos t ht).ne'
    have hd := (((((ratio_flow h ht).const_mul 60).sub_const 19).div_const
      √719).arctan.const_mul (2 / √719)).sub ((h.charge t ht).log hg)
    refine hd.congr_deriv ?_
    -- completing the square produces the number 719
    have hsq : 1 + ((60 * (l t / g t) - 19) / √719) ^ 2
        = 60 * (60 * (l t / g t) ^ 2 - 38 * (l t / g t) + 18) / 719 := by
      rw [div_pow, hw]; ring
    have key : ∀ Q : ℝ, 0 < Q →
        2 / √719 * (1 / (60 * Q / 719) * (60 * (g t / 3 * Q) / √719))
          - 2 / 3 * g t ^ 2 / g t = 2 / 3 * g t * (719 / √719 ^ 2 - 1) := by
      intro Q hQ
      have hQ0 := hQ.ne'
      field_simp
    rw [hsq, key _ (by nlinarith [sq_nonneg (60 * (l t / g t) - 19)]), hw]
    norm_num
  have h0 := hs.norm_image_sub_le_of_norm_hasDerivWithin_le (f' := fun _ => (0 : ℝ))
    (C := 0) hder (by simp) h₁ h₂
  rw [zero_mul] at h0
  exact sub_eq_zero.mp (norm_le_zero_iff.mp h0)
```

The main part is `hder`, which shows that the derivative vanishes. The chain rule supplies `hd`; `hsq` is the identity $1+u^2=60Q/719$; `key` cancels the positive factor $Q$, leaving a multiple of $719/(\sqrt{719})^2-1=0$. The mean value inequality with derivative bound `C := 0` then makes the two values equal.

## Bounds on charge growth and flow time

The order of the two times is free. If $t_2\le t_1$, the ratio is at most one.

```lean
/-- Between any two times of a flow on an interval, the squared charge grows by a factor
smaller than `exp(2π/√719)`. -/
theorem charge_growth_bound (hs : Convex ℝ s) (h : IsFlow g l s) {t₁ t₂ : ℝ}
    (h₁ : t₁ ∈ s) (h₂ : t₂ ∈ s) : g t₂ / g t₁ < Real.exp (2 * π / √719) := by
  have hg₁ := h.pos t₁ h₁
  have hg₂ := h.pos t₂ h₂
  have hI := invariant_const hs h h₁ h₂
  unfold invariant at hI
  rw [← Real.log_lt_iff_lt_exp (div_pos hg₂ hg₁), Real.log_div hg₂.ne' hg₁.ne']
  -- the two arctangents differ by less than π
  have hA := Real.arctan_lt_pi_div_two ((60 * (l t₂ / g t₂) - 19) / √719)
  have hB := Real.neg_pi_div_two_lt_arctan ((60 * (l t₁ / g t₁) - 19) / √719)
  have hlt := mul_lt_mul_of_pos_left
    (show Real.arctan ((60 * (l t₂ / g t₂) - 19) / √719)
      - Real.arctan ((60 * (l t₁ / g t₁) - 19) / √719) < π by linarith)
    (show (0 : ℝ) < 2 / √719 by positivity)
  rw [mul_sub] at hlt
  have he : 2 * π / √719 = 2 / √719 * π := by ring
  linarith
```

After taking logarithms, `hA` and `hB` bound the arctangents by $\pi/2$ above and $-\pi/2$ below. Their difference is multiplied by $2/\sqrt{719}$ and inserted into the conservation law.

The next theorem turns this into a bound on elapsed RG time.

```lean
/-- A flow on an interval that contains `t₁` and `t₂` has `t₂ - t₁` smaller than the fraction
`1 - exp(-2π/√719)` of `3/(2 g(t₁))`, the RG time from `t₁` to the Landau pole of the charge. -/
theorem flow_time_bound (hs : Convex ℝ s) (h : IsFlow g l s) {t₁ t₂ : ℝ}
    (h₁ : t₁ ∈ s) (h₂ : t₂ ∈ s) :
    t₂ - t₁ < 3 / (2 * g t₁) * (1 - Real.exp (-(2 * π / √719))) := by
  have hg₁ := h.pos t₁ h₁
  have hg₂ := h.pos t₂ h₂
  -- the inverse squared charge is linear in RG time
  have hder : ∀ t ∈ s, HasDerivWithinAt (fun τ => 1 / g τ + 2 / 3 * τ) 0 s t := by
    intro t ht
    have hg := (h.pos t ht).ne'
    have hd := ((hasDerivWithinAt_const t s (1 : ℝ)).fun_div (h.charge t ht) hg).fun_add
      ((hasDerivWithinAt_id t s).const_mul (2 / 3 : ℝ))
    refine hd.congr_deriv ?_
    field_simp
    ring
  have h0 := hs.norm_image_sub_le_of_norm_hasDerivWithin_le (f' := fun _ => (0 : ℝ))
    (C := 0) hder (by simp) h₁ h₂
  rw [zero_mul] at h0
  have hlin := norm_le_zero_iff.mp h0
  have hb := (div_lt_iff₀ hg₁).mp (charge_growth_bound hs h h₁ h₂)
  have hinv : Real.exp (-(2 * π / √719)) / g t₁ < 1 / g t₂ := by
    rw [div_lt_div_iff₀ hg₁ hg₂]
    have hm := mul_lt_mul_of_pos_left hb (Real.exp_pos (-(2 * π / √719)))
    rwa [← mul_assoc, ← Real.exp_add, neg_add_cancel, Real.exp_zero] at hm
  have he : 3 / (2 * g t₁) * (1 - Real.exp (-(2 * π / √719)))
      = 3 / 2 * (1 / g t₁ - Real.exp (-(2 * π / √719)) / g t₁) := by
    field_simp
  rw [he]
  linarith
```

The function $1/g+\frac23t$ has zero derivative, so `hlin` records that it takes equal values at the two times. The growth bound, rewritten as `hinv`, is a lower bound on $1/g(t_2)$, and `linarith` combines the two.

The interval hypothesis matters. Take $s=\{0,1\}$, $g(t)=1+t$ and $l=0$. Both times are isolated in $s$, so the derivative conditions within $s$ hold for any prescribed slope, and $g$ is positive. Yet $l$ does not increase, the invariant changes by $-\ln2$, the charge grows by a factor 2, and the elapsed time 1 exceeds the allowed value of about 0.31. An arbitrary set of times is thus not enough.

## An explicit flow and the optimal constant

The two functions below are the solution with invariant zero.

```lean
/-- The squared charge `-3/(2t)`, for RG times `t < 0`. -/
def chargeSol (t : ℝ) : ℝ := -3 / (2 * t)

/-- The quartic coupling `g (19 + √719 tan((√719/2) ln g))/60` with `g = -3/(2t)`, for `t < 0`
where the cosine of the same angle is not zero. -/
def quarticSol (t : ℝ) : ℝ :=
  chargeSol t * (19 + √719 * Real.tan (√719 / 2 * Real.log (chargeSol t))) / 60
```

The next theorem states that they satisfy the flow equations on a closed interval of negative times, whose end points correspond to $\ln g=\mp c/2$.

```lean
/-- For `c < 2π/√719` the explicit couplings solve the flow equations for RG times from
`-(3/2) exp(c/2)` to `-(3/2) exp(-c/2)`. -/
theorem explicit_isFlow {c : ℝ} (hc : c < 2 * π / √719) :
    IsFlow chargeSol quarticSol
      (Set.Icc (-(3 / 2) * Real.exp (c / 2)) (-(3 / 2) * Real.exp (-(c / 2)))) := by
  have hw : √719 ^ 2 = (719 : ℝ) := Real.sq_sqrt (by norm_num)
  have hw0 : (0 : ℝ) < √719 := by positivity
  have hneg : ∀ t ∈ Set.Icc (-(3 / 2) * Real.exp (c / 2)) (-(3 / 2) * Real.exp (-(c / 2))),
      t < 0 := fun t ht => by linarith [ht.2, Real.exp_pos (-(c / 2))]
  have hpos : ∀ t : ℝ, t < 0 → 0 < chargeSol t := fun t ht =>
    div_pos_of_neg_of_neg (by norm_num) (by linarith)
  have hch : ∀ t : ℝ, t < 0 → HasDerivAt chargeSol (2 / 3 * chargeSol t ^ 2) t := by
    intro t ht
    have ht0 := ht.ne
    have hd := (hasDerivAt_const t (-3 : ℝ)).fun_div ((hasDerivAt_id' t).const_mul 2)
      (mul_ne_zero two_ne_zero ht0)
    refine hd.congr_deriv ?_
    unfold chargeSol
    field_simp
    ring
  refine ⟨fun t ht => hpos t (hneg t ht),
    fun t ht => (hch t (hneg t ht)).hasDerivWithinAt, fun t ht => ?_⟩
  have ht0 := hneg t ht
  have hg := hpos t ht0
  -- the logarithm of the charge stays between -c/2 and c/2
  have hte : t = -(3 / 2) * Real.exp (-Real.log (chargeSol t)) := by
    have ht1 := ht0.ne
    rw [Real.exp_neg, Real.exp_log hg]
    unfold chargeSol
    field_simp
  have hy₁ : -(c / 2) ≤ -Real.log (chargeSol t) :=
    Real.exp_le_exp.mp (by linarith [ht.2])
  have hy₂ : -Real.log (chargeSol t) ≤ c / 2 :=
    Real.exp_le_exp.mp (by linarith [ht.1])
  have hcw := (lt_div_iff₀ hw0).mp hc
  have hcos : Real.cos (√719 / 2 * Real.log (chargeSol t)) ≠ 0 := by
    have hm₁ := mul_le_mul_of_nonneg_left hy₁ hw0.le
    have hm₂ := mul_le_mul_of_nonneg_left hy₂ hw0.le
    exact (Real.cos_pos_of_mem_Ioo ⟨by linarith, by linarith⟩).ne'
  have hT : 1 / Real.cos (√719 / 2 * Real.log (chargeSol t)) ^ 2
      = 1 + Real.tan (√719 / 2 * Real.log (chargeSol t)) ^ 2 := by
    rw [Real.tan_eq_sin_div_cos, div_pow, eq_comm, eq_div_iff (pow_ne_zero 2 hcos), add_mul,
      div_mul_cancel₀ _ (pow_ne_zero 2 hcos), one_mul, Real.cos_sq_add_sin_sq]
  have hlog : HasDerivAt (fun τ => Real.log (chargeSol τ)) (2 / 3 * chargeSol t) t := by
    refine ((hch t ht0).log hg.ne').congr_deriv ?_
    field_simp
  have htan : HasDerivAt (fun τ => Real.tan (√719 / 2 * Real.log (chargeSol τ)))
      ((1 + Real.tan (√719 / 2 * Real.log (chargeSol t)) ^ 2)
        * (√719 / 2 * (2 / 3 * chargeSol t))) t := by
    rw [← hT]
    exact (Real.hasDerivAt_tan hcos).comp t (hlog.const_mul (√719 / 2))
  have hl := ((hch t ht0).fun_mul ((htan.const_mul √719).const_add 19)).div_const 60
  refine (hl.congr_deriv ?_).hasDerivWithinAt
  unfold quarticSol
  linear_combination (chargeSol t ^ 2 / 180) * hw
```

The equation for the charge is `hch`. For the quartic coupling, `hte` expresses time through $\ln g$, and `hy₁` and `hy₂` confine $\ln g$ to $[-c/2,c/2]$. The assumption on `c` then keeps the cosine positive (`hcos`), so the tangent can be differentiated. With $T$ for the tangent, `htan` is the chain rule with $T'=(1+T^2)\frac{\sqrt{719}}2\cdot\frac23g$. The product rule gives $l'$, and `linear_combination` matches it to the beta function using $(\sqrt{719})^2=719$.

The last theorem reads off the growth between the end points.

```lean
/-- The growth bound is optimal: every factor `exp c` with `0 < c < 2π/√719` is attained between
the end points of some flow on a closed interval. -/
theorem growth_bound_sharp {c : ℝ} (hc₀ : 0 < c) (hc : c < 2 * π / √719) :
    ∃ (g l : ℝ → ℝ) (t₁ t₂ : ℝ), t₁ < t₂ ∧ IsFlow g l (Set.Icc t₁ t₂) ∧
      g t₂ / g t₁ = Real.exp c := by
  have hval : ∀ y : ℝ, chargeSol (-(3 / 2) * Real.exp (-y)) = Real.exp y := by
    intro y
    have hy := (Real.exp_pos y).ne'
    unfold chargeSol
    rw [Real.exp_neg]
    field_simp
  have h₁ := hval (-(c / 2))
  rw [neg_neg] at h₁
  refine ⟨chargeSol, quarticSol, _, _, ?_, explicit_isFlow hc, ?_⟩
  · have hlt : Real.exp (-(c / 2)) < Real.exp (c / 2) := Real.exp_lt_exp.mpr (by linarith)
    linarith
  · rw [h₁, hval, ← Real.exp_sub]
    congr 1
    ring

end

end ScalarQEDFlow
```

The auxiliary `hval` evaluates $g=e^y$ at $t=-\frac32e^{-y}$. The end points have $y=-c/2$ and $y=c/2$, so the ratio is $e^c$. Since $c$ may be taken as close to $2\pi/\sqrt{719}$ as desired, the constant in the growth bound is optimal, although no flow attains it.

```lean
#print axioms ScalarQEDFlow.quartic_strictMonoOn
-- 'ScalarQEDFlow.quartic_strictMonoOn' depends on axioms: [propext, Classical.choice, Quot.sound]
#print axioms ScalarQEDFlow.charge_growth_bound
-- 'ScalarQEDFlow.charge_growth_bound' depends on axioms: [propext, Classical.choice, Quot.sound]
#print axioms ScalarQEDFlow.flow_time_bound
-- 'ScalarQEDFlow.flow_time_bound' depends on axioms: [propext, Classical.choice, Quot.sound]
#print axioms ScalarQEDFlow.growth_bound_sharp
-- 'ScalarQEDFlow.growth_bound_sharp' depends on axioms: [propext, Classical.choice, Quot.sound]
```
